# The Taylor coefficients of √(1 − x) fall off as n^(−3/2)

The coefficient of xⁿ in √(1 − x) is cₙ = −C(2n, n) / (4ⁿ(2n − 1)), and `sqrtCoeff_asymptotic` states that n^(3/2) cₙ tends to −1/(2√π) as n grows. This is a fact about a real sequence; no Hamiltonian or quantum state enters it. The attempt first shows by induction that ((2n − 1)cₙ)²(2n + 1)Wₙ = 1, where Wₙ is the Wallis product, which tends to π/2. It then solves for the square of n^(3/2) cₙ, takes the limit under a square root, and fixes the sign by cₙ ≤ 0 for n ≥ 1.

Lean 4 with Mathlib refuses this proof:

```lean
import Mathlib

open Filter Topology
open PowerSeries (coeff X)

namespace SqrtCoeffAsymptotic

noncomputable section

local notation "D" => PowerSeries.derivative ℝ

/-- The coefficient of `X ^ n` in the square root of `1 - X`, in closed form. -/
def sqrtCoeff (n : ℕ) : ℝ := -(Nat.centralBinom n : ℝ) / (4 ^ n * (2 * n - 1))

/-- Successive coefficients of the square root obey a two-term recurrence. -/
theorem sqrtCoeff_succ (n : ℕ) :
    (2 * (n : ℝ) + 2) * sqrtCoeff (n + 1) = (2 * n - 1) * sqrtCoeff n := by
  have h : ((n : ℝ) + 1) * (Nat.centralBinom (n + 1) : ℝ)
      = 2 * (2 * n + 1) * Nat.centralBinom n := by
    exact_mod_cast Nat.succ_mul_centralBinom_succ n
  have h1 : 2 * (n : ℝ) - 1 ≠ 0 := by
    intro h0
    have h2 : 2 * (n : ℝ) = 1 := by linarith
    have h3 : 2 * n = 1 := by exact_mod_cast h2
    omega
  have h2 : 2 * (n : ℝ) + 1 ≠ 0 := by positivity
  have h3 : (n : ℝ) + 1 ≠ 0 := by positivity
  have e0 : (2 * (n : ℝ) - 1) * sqrtCoeff n = -(Nat.centralBinom n : ℝ) / 4 ^ n := by
    unfold sqrtCoeff
    field_simp
  have e1 : (Nat.centralBinom (n + 1) : ℝ)
      = 2 * (2 * n + 1) * Nat.centralBinom n / (n + 1) := by
    rw [eq_div_iff h3]
    linarith
  rw [e0, sqrtCoeff, e1]
  push_cast
  rw [show 2 * ((n : ℝ) + 1) - 1 = 2 * n + 1 by ring, pow_succ]
  field_simp
  ring

/-- The square-root coefficients decay as `-1 / (2 √π n^(3/2))`. -/
theorem sqrtCoeff_asymptotic :
    Tendsto (fun n : ℕ => (n : ℝ) ^ (3 / 2 : ℝ) * sqrtCoeff n) atTop
      (𝓝 (-(1 / (2 * √Real.pi)))) := by
  -- the Wallis product in terms of the coefficients
  have wallis : ∀ n : ℕ, ((2 * (n : ℝ) - 1) * sqrtCoeff n) ^ 2 * (2 * n + 1)
      * Real.Wallis.W n = 1 := by
    intro n
    induction n with
    | zero => norm_num [sqrtCoeff, Real.Wallis.W]
    | succ n ih =>
      rw [← sqrtCoeff_succ n] at ih
      rw [← ih, Real.Wallis.W_succ]
      push_cast
      rw [show 2 * ((n : ℝ) + 1) - 1 = 2 * n + 1 by ring,
        show 2 * ((n : ℝ) + 1) + 1 = 2 * n + 3 by ring]
      field_simp
  have hq : ∀ c : ℝ, Tendsto (fun n : ℕ => (n : ℝ) / (2 * n + c)) atTop (𝓝 (1 / 2)) := by
    intro c
    have h := ((tendsto_const_nhds (x := (2 : ℝ))).add
      (tendsto_const_div_atTop_nhds_zero_nat c)).inv₀ (by norm_num)
    rw [show ((2 : ℝ) + 0)⁻¹ = 1 / 2 by norm_num] at h
    refine h.congr' ?_
    filter_upwards [eventually_ge_atTop 1] with n hn
    have hn0 : (n : ℝ) ≠ 0 := by positivity
    rw [show 2 + c / (n : ℝ) = (2 * n + c) / n by field_simp, inv_div]
  have hv : √((Real.pi / 2)⁻¹ * (1 / 2) ^ 2 * (1 / 2)) = 1 / (2 * √Real.pi) := by
    have h : (Real.pi / 2)⁻¹ * (1 / 2) ^ 2 * (1 / 2) = (1 / (2 * √Real.pi)) ^ 2 := by
      rw [div_pow, mul_pow, Real.sq_sqrt Real.pi_pos.le]
      field_simp <;> norm_num
    rw [h, Real.sqrt_sq (by positivity)]
  have hl := (((Real.Wallis.tendsto_W_nhds_pi_div_two.inv₀ (by positivity)).mul
    ((hq (-1)).pow 2)).mul (hq 1)).sqrt.neg
  rw [hv] at hl
  refine hl.congr' ?_
  filter_upwards [eventually_ge_atTop 1] with n hn
  have hn1 : (1 : ℝ) ≤ n := by exact_mod_cast hn
  have hm : 2 * (n : ℝ) - 1 ≠ 0 := by linarith
  have ha : sqrtCoeff n ≤ 0 :=
    div_nonpos_of_nonpos_of_nonneg (neg_nonpos.2 (Nat.cast_nonneg _))
      (mul_nonneg (by positivity) (by linarith))
  have hp : ((n : ℝ) ^ (3 / 2 : ℝ)) ^ 2 = (n : ℝ) ^ 3 := by
    rw [← Real.rpow_natCast, ← Real.rpow_mul (Nat.cast_nonneg n), ← Real.rpow_natCast]
    norm_num
  have hi : (Real.Wallis.W n)⁻¹ * ((n : ℝ) / (2 * n + -1)) ^ 2 * (n / (2 * n + 1))
      = (-((n : ℝ) ^ (3 / 2 : ℝ) * sqrtCoeff n)) ^ 2 := by
    rw [← eq_inv_of_mul_eq_one_left (wallis n), neg_sq, mul_pow _ (sqrtCoeff n), hp,
      ← sub_eq_add_neg]
    field_simp
  rw [hi, Real.sqrt_sq (neg_nonneg.2 (mul_nonpos_of_nonneg_of_nonpos (by positivity) ha)),
    neg_neg]

end

end SqrtCoeffAsymptotic
```

The compiler's answer:

```
Main.lean:55:10: error: Tactic `rewrite` failed: Did not find an occurrence of the pattern
  2 * (↑n + 1) - 1
in the target expression
  ((2 * (↑n + 1) - ((2 * ↑n + 2) * sqrtCoeff (n + 1)) ^ 2 * (2 * ↑n + 1) * Real.Wallis.W n) * sqrtCoeff (n + 1)) ^ 2 *
        (2 * (↑n + 1) + ((2 * ↑n + 2) * sqrtCoeff (n + 1)) ^ 2 * (2 * ↑n + 1) * Real.Wallis.W n) *
      (Real.Wallis.W n * ((2 * ↑n + 2) / (2 * ↑n + 1) * ((2 * ↑n + 2) / (2 * ↑n + 3)))) =
    ((2 * ↑n + 2) * sqrtCoeff (n + 1)) ^ 2 * (2 * ↑n + 1) * Real.Wallis.W n

case succ
n : ℕ
ih : ((2 * ↑n + 2) * sqrtCoeff (n + 1)) ^ 2 * (2 * ↑n + 1) * Real.Wallis.W n = 1
⊢ ((2 * (↑n + 1) - ((2 * ↑n + 2) * sqrtCoeff (n + 1)) ^ 2 * (2 * ↑n + 1) * Real.Wallis.W n) * sqrtCoeff (n + 1)) ^ 2 *
        (2 * (↑n + 1) + ((2 * ↑n + 2) * sqrtCoeff (n + 1)) ^ 2 * (2 * ↑n + 1) * Real.Wallis.W n) *
      (Real.Wallis.W n * ((2 * ↑n + 2) / (2 * ↑n + 1) * ((2 * ↑n + 2) / (2 * ↑n + 3)))) =
    ((2 * ↑n + 2) * sqrtCoeff (n + 1)) ^ 2 * (2 * ↑n + 1) * Real.Wallis.W n
Main.lean:69:19: error: Tactic `rewrite` failed: Did not find an occurrence of the pattern
  (?a * ?b) ^ ?n
in the target expression
  (Real.pi / 2)⁻¹ * (1 ^ 2 / 2 ^ 2) * (1 / 2) = (1 / (2 * √Real.pi)) ^ 2

wallis : ∀ (n : ℕ), ((2 * ↑n - 1) * sqrtCoeff n) ^ 2 * (2 * ↑n + 1) * Real.Wallis.W n = 1
hq : ∀ (c : ℝ), Tendsto (fun n => ↑n / (2 * ↑n + c)) atTop (𝓝 (1 / 2))
⊢ (Real.pi / 2)⁻¹ * (1 ^ 2 / 2 ^ 2) * (1 / 2) = (1 / (2 * √Real.pi)) ^ 2
Main.lean:87:81: error: Tactic `rewrite` failed: Did not find an occurrence of the pattern
  (↑n ^ (3 / 2)) ^ 2
in the target expression
  (2 * ↑n - 1) ^ 2 * sqrtCoeff n ^ 2 * (2 * ↑n + 1) * (↑n / (2 * ↑n + -1)) ^ 2 * (↑n / (2 * ↑n + 1)) =
    (↑n ^ (3 / 2) * sqrtCoeff n) ^ 2

wallis : ∀ (n : ℕ), ((2 * ↑n - 1) * sqrtCoeff n) ^ 2 * (2 * ↑n + 1) * Real.Wallis.W n = 1
hq : ∀ (c : ℝ), Tendsto (fun n => ↑n / (2 * ↑n + c)) atTop (𝓝 (1 / 2))
hv : √((Real.pi / 2)⁻¹ * (1 / 2) ^ 2 * (1 / 2)) = 1 / (2 * √Real.pi)
hl :
  Tendsto (fun x => -√((Real.Wallis.W x)⁻¹ * (↑x / (2 * ↑x + -1)) ^ 2 * (↑x / (2 * ↑x + 1)))) atTop
    (𝓝 (-(1 / (2 * √Real.pi))))
n : ℕ
hn : 1 ≤ n
hn1 : 1 ≤ ↑n
hm : 2 * ↑n - 1 ≠ 0
ha : sqrtCoeff n ≤ 0
hp : (↑n ^ (3 / 2)) ^ 2 = ↑n ^ 3
⊢ (2 * ↑n - 1) ^ 2 * sqrtCoeff n ^ 2 * (2 * ↑n + 1) * (↑n / (2 * ↑n + -1)) ^ 2 * (↑n / (2 * ↑n + 1)) =
    (↑n ^ (3 / 2) * sqrtCoeff n) ^ 2
```

What went wrong. All three errors come from a rewrite that acted in the wrong place, so that a later one found nothing to match.

In the induction step, `rw [← ih]` replaces every real `1` in the goal by the left side of `ih`, including those in the factors 2(n + 1) − 1 and 2(n + 1) + 1. The pattern `2 * (↑n + 1) - 1` is then gone. `refine Eq.trans ?_ ih` changes only the right side of the goal.

In `hv`, the bare `div_pow` expands `(1 / 2) ^ 2`, which it meets first, and leaves `(1 / (2 * √Real.pi)) ^ 2` closed, so `mul_pow` finds no power of a product. Explicit arguments point `div_pow` at the right term.

In `hi`, `mul_pow _ (sqrtCoeff n)` fits both sides and takes the left one, `((2 * ↑n - 1) * sqrtCoeff n) ^ 2`. The right side stays unexpanded, and `hp` has nothing to rewrite. Naming the first factor, n^(3/2), selects the right side.

The rest is tidying: the new comment, the dropped `<;> norm_num`, and the new proof of `hm`, about which Lean had not complained.

The repair, with which the file compiles:

```diff
@@ -51,5 +51,6 @@
     | succ n ih =>
       rw [← sqrtCoeff_succ n] at ih
-      rw [← ih, Real.Wallis.W_succ]
+      refine Eq.trans ?_ ih
+      rw [Real.Wallis.W_succ]
       push_cast
       rw [show 2 * ((n : ℝ) + 1) - 1 = 2 * n + 1 by ring,
@@ -67,6 +68,6 @@
   have hv : √((Real.pi / 2)⁻¹ * (1 / 2) ^ 2 * (1 / 2)) = 1 / (2 * √Real.pi) := by
     have h : (Real.pi / 2)⁻¹ * (1 / 2) ^ 2 * (1 / 2) = (1 / (2 * √Real.pi)) ^ 2 := by
-      rw [div_pow, mul_pow, Real.sq_sqrt Real.pi_pos.le]
-      field_simp <;> norm_num
+      rw [div_pow 1 (2 * √Real.pi), mul_pow, Real.sq_sqrt Real.pi_pos.le]
+      field_simp
     rw [h, Real.sqrt_sq (by positivity)]
   have hl := (((Real.Wallis.tendsto_W_nhds_pi_div_two.inv₀ (by positivity)).mul
@@ -74,7 +75,8 @@
   rw [hv] at hl
   refine hl.congr' ?_
+  -- beyond order zero the coefficients are negative, which fixes the sign of the root
   filter_upwards [eventually_ge_atTop 1] with n hn
   have hn1 : (1 : ℝ) ≤ n := by exact_mod_cast hn
-  have hm : 2 * (n : ℝ) - 1 ≠ 0 := by linarith
+  have hm : 2 * (n : ℝ) - 1 ≠ 0 := (by linarith : (0 : ℝ) < 2 * n - 1).ne'
   have ha : sqrtCoeff n ≤ 0 :=
     div_nonpos_of_nonpos_of_nonneg (neg_nonpos.2 (Nat.cast_nonneg _))
@@ -85,5 +87,5 @@
   have hi : (Real.Wallis.W n)⁻¹ * ((n : ℝ) / (2 * n + -1)) ^ 2 * (n / (2 * n + 1))
       = (-((n : ℝ) ^ (3 / 2 : ℝ) * sqrtCoeff n)) ^ 2 := by
-    rw [← eq_inv_of_mul_eq_one_left (wallis n), neg_sq, mul_pow _ (sqrtCoeff n), hp,
+    rw [← eq_inv_of_mul_eq_one_left (wallis n), neg_sq, mul_pow ((n : ℝ) ^ (3 / 2 : ℝ)), hp,
       ← sub_eq_add_neg]
     field_simp
```
